# On a graph with finitely many neighbours at each vertex, the mean Rosenbluth weight counts self-avoiding walks

## Chains that run into a dead end

Rosenbluth sampling estimates the number of self-avoiding walks by growing them at random, one vertex at a time, and a theorem about its mean needs a rule for chains that get trapped. Here a trapped chain remains among the outcomes: its vertices stay as they are and its weight becomes zero.

The growth starts at a vertex $v$ with weight $1$. At each step the next vertex is drawn uniformly from the unvisited neighbours of the newest one, and the weight is multiplied by their number. The walks are in general sampled unevenly: the probability of a walk is one over the product of the numbers of choices along it, so a walk through crowded regions tends to be more probable. The weight does not change these probabilities, but compensates for them in the mean.

For a single linear polymer on a lattice, with excluded volume as its only interaction and its first monomer fixed at $v$, the result says that the weight averaged over all attempts, trapped ones included, is an unbiased estimator of the number of conformations.

## The claim in symbols

Write a chain $l$ with its newest vertex first, and $u::l$ for the chain extended by $u$. Let $F(l)$ be the set of unvisited neighbours of the newest vertex of $l$. Let $L_n$ and $W_n$ be the chain and its weight after $n$ steps, and $S_n$ the set of $n$-step self-avoiding walks from $v$. Then

$$\langle W_n\rangle = |S_n| .$$

More generally, for every non-negative observable $f$ of the chain,

$$\langle W_n f(L_n)\rangle=\sum_{l\in S_n} f(l).$$

## The weight cancels the probability

Suppose the chain is $l$ with weight $w$, and $F(l)$ is not empty. Each $u\in F(l)$ is chosen with probability $1/|F(l)|$, and the new weight is $w|F(l)|$. The mean of new weight times observable is

$$\sum_{u\in F(l)}\frac{1}{|F(l)|}\,w|F(l)|\,f(u::l)=w\sum_{u\in F(l)}f(u::l).$$

If $F(l)$ is empty, the new weight is zero and the sum on the right is empty, so the identity still holds.

The general formula follows by induction on $n$. For $n=0$ the only chain is $[v]$, with weight $1$, and both sides equal $f([v])$. For the next step, average the one-step identity over the first $n$ steps and apply the induction hypothesis to the observable $g(l)=\sum_{u\in F(l)}f(u::l)$:

$$\langle W_{n+1}f(L_{n+1})\rangle=\langle W_n\,g(L_n)\rangle=\sum_{l\in S_n}\sum_{u\in F(l)}f(u::l)=\sum_{l\in S_{n+1}}f(l).$$

The last equality holds because removing the newest vertex from an $(n+1)$-step self-avoiding walk leaves exactly one $n$-step walk, and the removed vertex was one of its free neighbours.

Setting $f=1$ gives the count. Taking $f$ to be $1$ on one chosen walk and $0$ elsewhere shows that each self-avoiding walk contributes exactly $1$ to the mean weight.

## Averaging over survivors can give the wrong count

A program that discards trapped chains and divides by the number of survivors can overestimate the count. Take the path $a-b-c-d$, start at $b$ and make two steps. With probability $1/2$ the chain goes to $a$ and is trapped, with final weight $0$. Otherwise it goes through $c$ to $d$, with weight $2\cdot 1=2$. The mean over all attempts is $1$, which is correct, since $b,c,d$ is the only two-step walk. The mean over survivors is $2$.

## How the Lean statement reads

The graph is `G : SimpleGraph V`, without loops or multiple bonds. The instance `Fintype (G.neighborSet v)` for every `v` says that a growing end has only finitely many sites to choose from. The graph itself may be infinite, as a lattice is.

- `free G l` is $F(l)$, `step` is one growth step, and `growth G v n` is the joint probability law of $(L_n,W_n)$. In a pair `s`, `s.1` is the chain and `s.2` its weight.
- `mean` sums probability times value in the extended non-negative reals `ℝ≥0∞`.
- `IsSAW G v n l` defines a self-avoiding walk without reference to the growth: `n + 1` vertices, the oldest being `v`, consecutive ones adjacent, none repeated.
- `ncard` is the number of elements of a set. It would return zero for an infinite set, but the proof identifies this set with a finite one.

The weight is the bare product of the numbers of choices. Texts that divide it by a power of the coordination number, or include Boltzmann factors, use the same name for a different quantity.

The theorem concerns the exact mean. Passing to a simulation, which averages finitely many pseudo-random chains, needs a separate argument about sampling error, and the variance of the weights is not addressed.

## The Lean file

```lean
import Mathlib

open scoped ENNReal

namespace RosenbluthGrowth

noncomputable section

/-- The mean of a non-negative observable `f` over the outcomes of a discrete random law `p`. -/
def mean {α : Type*} (p : PMF α) (f : α → ℝ≥0∞) : ℝ≥0∞ := ∑' a, p a * f a

/-- The mean over a deterministic outcome is the value at that outcome. -/
theorem mean_pure {α : Type*} (a : α) (f : α → ℝ≥0∞) : mean (PMF.pure a) f = f a := by
  rw [mean, tsum_eq_single a]
  · simp [PMF.pure_apply]
  · intro b hb
    simp [PMF.pure_apply, hb]

/-- For two successive random steps, the mean is the mean over the first step of the
conditional mean over the second. -/
theorem mean_bind {α β : Type*} (p : PMF α) (q : α → PMF β) (f : β → ℝ≥0∞) :
    mean (p.bind q) f = mean p (fun a => mean (q a) f) := by
  simp only [mean, PMF.bind_apply, ← ENNReal.tsum_mul_right, ← ENNReal.tsum_mul_left]
  rw [ENNReal.tsum_comm]
  simp only [mul_assoc]

/-- The mean over a uniform choice from a non-empty finite set is the arithmetic mean. -/
theorem mean_uniform {α : Type*} (s : Finset α) (hs : s.Nonempty) (f : α → ℝ≥0∞) :
    mean (PMF.uniformOfFinset s hs) f = (s.card : ℝ≥0∞)⁻¹ * ∑ a ∈ s, f a := by
  rw [mean, tsum_eq_sum (s := s), Finset.mul_sum]
  · refine Finset.sum_congr rfl fun a ha => ?_
    simp [PMF.uniformOfFinset_apply, ha]
  · intro b hb
    simp [PMF.uniformOfFinset_apply, hb]

variable {V : Type*} [DecidableEq V] (G : SimpleGraph V) [∀ v, Fintype (G.neighborSet v)]

/-- The unvisited neighbours of the head of a chain, where a chain is the list of its
vertices with the newest first. -/
def free : List V → Finset V
  | [] => ∅
  | u :: l => (G.neighborFinset u).filter (fun x => x ∉ u :: l)

/-- One growth step for a chain with its weight: choose uniformly among the unvisited
neighbours and multiply the weight by their number; a trapped chain stays and gets weight zero. -/
def step (s : List V × ℕ) : PMF (List V × ℕ) :=
  if h : (free G s.1).Nonempty then
    (PMF.uniformOfFinset (free G s.1) h).bind
      (fun u => PMF.pure (u :: s.1, s.2 * (free G s.1).card))
  else PMF.pure (s.1, 0)

/-- The joint law of chain and weight after `n` growth steps from the vertex `v`,
starting with weight one. -/
def growth (v : V) : ℕ → PMF (List V × ℕ)
  | 0 => PMF.pure ([v], 1)
  | n + 1 => (growth v n).bind (step G)

omit [DecidableEq V] [∀ v, Fintype (G.neighborSet v)] in
/-- An `n`-step self-avoiding walk from `v`, listed with the newest vertex first: `n + 1`
vertices, the oldest being `v`, consecutive ones adjacent, and none repeated. -/
def IsSAW (v : V) (n : ℕ) (l : List V) : Prop :=
  l.length = n + 1 ∧ l.getLast? = some v ∧ l.IsChain G.Adj ∧ l.Nodup

/-- The walks obtained from `v` by `n` successive extensions to unvisited neighbours. -/
def walks (v : V) : ℕ → Finset (List V)
  | 0 => {[v]}
  | n + 1 => (walks v n).biUnion (fun l => (free G l).image (fun u => u :: l))

/-- A chain is enumerated at step `n + 1` exactly when its tail is enumerated at step `n`
and its head is an unvisited neighbour of the head of that tail. -/
theorem cons_mem_walks (v : V) (n : ℕ) (u : V) (l : List V) :
    u :: l ∈ walks G v (n + 1) ↔ l ∈ walks G v n ∧ u ∈ free G l := by
  simp only [walks, Finset.mem_biUnion, Finset.mem_image]
  constructor
  · rintro ⟨l', hl, u', hu, h⟩
    obtain ⟨rfl, rfl⟩ := List.cons.inj h
    exact ⟨hl, hu⟩
  · rintro ⟨hl, hu⟩
    exact ⟨l, hl, u, hu, rfl⟩

/-- Successive extension to unvisited neighbours produces exactly the `n`-step
self-avoiding walks from `v`. -/
theorem mem_walks (v : V) (n : ℕ) (l : List V) : l ∈ walks G v n ↔ IsSAW G v n l := by
  induction n generalizing l with
  | zero =>
    simp only [walks, Finset.mem_singleton, IsSAW]
    constructor
    · rintro rfl
      simp
    · rintro ⟨h1, h2, -, -⟩
      obtain ⟨a, rfl⟩ := List.length_eq_one_iff.mp (by simpa using h1)
      simpa using h2
  | succ n ih =>
    rcases l with _ | ⟨a, _ | ⟨b, t⟩⟩
    · simp [walks, IsSAW]
    · -- a single vertex is too short on both sides
      rw [cons_mem_walks, ih]
      simp [IsSAW, free]
    · -- compare the conditions on the newest bond
      rw [cons_mem_walks, ih]
      simp only [IsSAW, free, Finset.mem_filter, SimpleGraph.mem_neighborFinset,
        List.length_cons, List.getLast?_cons_cons, List.isChain_cons_cons,
        List.nodup_cons, Nat.add_right_cancel_iff, G.adj_comm a b]
      tauto

/-- In one growth step the weight factor cancels the probability of the choice: the mean of
weight times observable is the old weight times the sum of the observable over all extensions. -/
theorem mean_step (s : List V × ℕ) (f : List V → ℝ≥0∞) :
    mean (step G s) (fun t => (t.2 : ℝ≥0∞) * f t.1)
      = (s.2 : ℝ≥0∞) * ∑ u ∈ free G s.1, f (u :: s.1) := by
  by_cases h : (free G s.1).Nonempty
  · rw [step, dif_pos h, mean_bind]
    simp only [mean_pure]
    rw [mean_uniform, ← Finset.mul_sum, Nat.cast_mul]
    have hc : ((free G s.1).card : ℝ≥0∞)⁻¹ * ((free G s.1).card : ℝ≥0∞) = 1 :=
      ENNReal.inv_mul_cancel (by exact_mod_cast h.card_pos.ne') (ENNReal.natCast_ne_top _)
    calc _ = (((free G s.1).card : ℝ≥0∞)⁻¹ * ((free G s.1).card : ℝ≥0∞))
          * ((s.2 : ℝ≥0∞) * ∑ u ∈ free G s.1, f (u :: s.1)) := by ring
      _ = _ := by rw [hc, one_mul]
  · rw [step, dif_neg h, mean_pure, Finset.not_nonempty_iff_eq_empty.mp h]
    simp

/-- The mean of the Rosenbluth weight times any non-negative observable of the chain is the
sum of that observable over all `n`-step self-avoiding walks from `v`. -/
theorem mean_weight_mul (v : V) (n : ℕ) (f : List V → ℝ≥0∞) :
    mean (growth G v n) (fun s => (s.2 : ℝ≥0∞) * f s.1) = ∑ l ∈ walks G v n, f l := by
  induction n generalizing f with
  | zero => simp [growth, walks, mean_pure]
  | succ n ih =>
    rw [growth, mean_bind]
    simp only [mean_step]
    rw [ih (fun l => ∑ u ∈ free G l, f (u :: l)), walks, Finset.sum_biUnion]
    · refine Finset.sum_congr rfl fun l _ => ?_
      rw [Finset.sum_image]
      intro a _ b _ h
      exact (List.cons.inj h).1
    · -- extensions of different walks are different
      intro l _ l' _ hne
      refine Finset.disjoint_left.2 fun x hx hx' => ?_
      obtain ⟨u, _, rfl⟩ := Finset.mem_image.1 hx
      obtain ⟨u', _, h⟩ := Finset.mem_image.1 hx'
      exact hne (List.cons.inj h).2.symm

/-- Each `n`-step self-avoiding walk from `v` contributes exactly one to the mean weight. -/
theorem mean_weight_of_walk (v : V) (n : ℕ) (l : List V) (hl : IsSAW G v n l) :
    mean (growth G v n) (fun s => (s.2 : ℝ≥0∞) * (if s.1 = l then 1 else 0)) = 1 := by
  rw [mean_weight_mul G v n (fun k => if k = l then 1 else 0), Finset.sum_ite_eq',
    if_pos ((mem_walks G v n l).2 hl)]

/-- On a graph with finitely many neighbours at each vertex, the mean Rosenbluth weight after
`n` growth steps from `v` is the number of `n`-step self-avoiding walks from `v`. -/
theorem mean_weight_eq_card (v : V) (n : ℕ) :
    mean (growth G v n) (fun s => (s.2 : ℝ≥0∞)) = ({l | IsSAW G v n l}.ncard : ℝ≥0∞) := by
  have hset : {l | IsSAW G v n l} = (walks G v n : Set (List V)) := by
    ext l
    simp [mem_walks]
  rw [hset, Set.ncard_coe_finset]
  simpa using mean_weight_mul G v n (fun _ => 1)

end

end RosenbluthGrowth
```

```lean
#print axioms RosenbluthGrowth.mean_weight_of_walk
-- 'RosenbluthGrowth.mean_weight_of_walk' depends on axioms: [propext, Classical.choice, Quot.sound]
#print axioms RosenbluthGrowth.mean_weight_eq_card
-- 'RosenbluthGrowth.mean_weight_eq_card' depends on axioms: [propext, Classical.choice, Quot.sound]
```

## From one growth step to the count

`mean_pure`, `mean_bind` and `mean_uniform` compute means for a certain outcome, for two successive random steps and for a uniform choice. The second exchanges two sums, which is always allowed for non-negative terms.

`mean_step` is the one-step identity. It splits on whether a free neighbour exists. If so, `hc` states that $|F(l)|^{-1}|F(l)|=1$, which uses that the number of choices is neither zero nor infinite.

`walks` builds the walks by successive extension, and `cons_mem_walks` describes how the newest vertex is added. `mem_walks` shows by induction that this enumeration agrees with `IsSAW`. Lists with no vertex or one vertex are too short for a positive number of steps; for longer lists the proof compares the conditions on the newest bond.

`mean_weight_mul` is the induction for a general observable. The clause `generalizing f` lets the induction hypothesis be applied to $g$ instead of $f$. Splitting the sum over `walks` requires that extensions of different walks are different, which follows by comparing tails.

`mean_weight_of_walk` inserts the indicator of a single walk. `mean_weight_eq_card` inserts the constant $1$ and uses `mem_walks` to turn the size of the enumeration into the number of self-avoiding walks.
